# In the gap of a diatomic chain, the fastest decay and the zero of the averaged Green-function trace both fall at midgap

## Question

When a metal touches a semiconductor, metal states with energies in the semiconductor's gap leak into it as decaying tails. Two special gap energies come up in discussions of band alignment: the one where the tails decay fastest, and the neutrality level, where valence-like and conduction-like character balance. In a chain with alternating site energies $+D$ and $-D$ and equal hopping $t$, I expect both to sit at $E=0$. I would also expect the neutrality level not to depend on which $k$ points I average over. Can this be made rigorous, with a proof that Lean has checked?

## Answer

Yes, if the neutrality level is defined as the gap energy at which the $k$-averaged trace of $(E-H(k))^{-1}$ vanishes. With that definition, both statements follow from one $2\times2$ determinant.

### One determinant gives both the decay and the trace

Let $a_n$ and $b_n$ be the amplitudes on the $+D$ and $-D$ sites of cell $n$. The Schrödinger equation on the chain is

$$D a_n+t(b_n+b_{n-1})=E a_n,\qquad -D b_n+t(a_n+a_{n+1})=E b_n .$$

For waves that gain a factor $z$ per cell, this is the eigenvalue problem of

$$H(z)=\begin{pmatrix} D & t(1+1/z)\\ t(1+z) & -D\end{pmatrix}.$$

Since $(1+1/z)(1+z)=z+1/z+2$,

$$\det(E-H(z))=E^2-D^2-t^2\,(z+1/z+2).$$

**Decay.** Take $t\neq0$, $|E|<D$ and a real factor $z=\lambda\in(-1,0)$. With $s=(D^2-E^2)/t^2>0$, a vanishing determinant means $\lambda+1/\lambda+2=-s$, or $\lambda^2+(s+2)\lambda+1=0$. One root is

$$\lambda=\tfrac12\left(-(s+2)+\sqrt{s^2+4s}\right).$$

Because $s^2<s^2+4s<(s+2)^2$, it lies in $(-1,0)$. For $-1<x<y<0$,

$$\left(x+\tfrac1x\right)-\left(y+\tfrac1y\right)=\frac{(y-x)(1-xy)}{xy}>0,$$

so $x+1/x$ is strictly decreasing there and the root is unique. If $|E|$ grows, $(E^2-D^2)/t^2$ grows, hence $\lambda$ moves down towards $-1$ and $|\lambda|$ increases. The two roots of the quadratic multiply to $1$, so the other root is $1/\lambda$, and $\lambda$ is the only factor, real or complex, with modulus below $1$. Decay is therefore fastest at $E=0$.

The corresponding wave is $a_n=t(1+1/\lambda)\lambda^n$, $b_n=(E-D)\lambda^n$. The first chain equation holds identically, and the second is the secular equation. The wave is not zero, because $E=D$ would give $(1+\lambda)^2=0$.

**Trace.** For $z=e^{ik}$ we have $z+1/z+2=2(1+\cos k)$, so the determinant is $-q_k$ with

$$q_k=D^2-E^2+2t^2(1+\cos k)>0 .$$

The inverse of a $2\times2$ matrix is its adjugate over its determinant, and the adjugate here has trace $(E+D)+(E-D)=2E$. Thus

$$\operatorname{tr}(E-H(k))^{-1}=-\frac{2E}{q_k}.$$

Averaging over a nonempty finite set $K$ gives $-wE$, where $w=\frac1{|K|}\sum_{k\in K}2/q_k>0$. The average has the sign of $-E$ and vanishes only at $E=0$.

### Numbers for $D=3$, $t=2$

At $E=0$, $s=9/4$ and $\lambda=-1/4$. At $E=\sqrt7\approx2.65$, $s=1/2$ and $\lambda=-1/2$. If the tail is restricted to cells $n\ge0$ and normalised there, cell $n$ carries the weight $(1-\lambda^2)\lambda^{2n}$: the first cell holds $15/16$ at midgap and $3/4$ at $E=\sqrt7$.

For $K=\{0,\pi\}$ and $E=\sqrt7$, the denominators are $18$ and $2$, so the averaged trace is $-5\sqrt7/9\approx-1.47$. At $E=0$ it is zero.

### The Lean file

```lean
import Mathlib

open Matrix

namespace DiatomicChainNeutrality

noncomputable section

/-- Bloch Hamiltonian of the diatomic chain with site energies `D`, `-D` and hopping `t`,
at the complex Bloch factor `z` per unit cell. -/
def blochH (D t : ℝ) (z : ℂ) : Matrix (Fin 2) (Fin 2) ℂ :=
  !![(D : ℂ), t * (1 + z⁻¹); t * (1 + z), -(D : ℂ)]

/-- The matrix `E - H(z)`. -/
def secularMatrix (D t E : ℝ) (z : ℂ) : Matrix (Fin 2) (Fin 2) ℂ :=
  (E : ℂ) • (1 : Matrix (Fin 2) (Fin 2) ℂ) - blochH D t z

/-- A real Bloch factor `l` in `(-1, 0)` at which `E` is an eigenvalue of the Hamiltonian. -/
def IsGapFactor (D t E l : ℝ) : Prop :=
  -1 < l ∧ l < 0 ∧ (secularMatrix D t E (l : ℂ)).det = 0

/-- Trace of the resolvent `(E - H(k))⁻¹` at real wave number `k`. -/
def greenTrace (D t E k : ℝ) : ℂ :=
  ((secularMatrix D t E (Complex.exp (k * Complex.I)))⁻¹).trace

/-- Average of the resolvent trace over a finite set of wave numbers. -/
def meanTrace (D t E : ℝ) (K : Finset ℝ) : ℂ :=
  (∑ k ∈ K, greenTrace D t E k) / (K.card : ℂ)

/-- Amplitude on the `+D` site of cell `n` for a wave with Bloch factor `l`. -/
def waveA (t l : ℝ) (n : ℤ) : ℝ := t * (1 + l⁻¹) * l ^ n

/-- Amplitude on the `-D` site of cell `n` for a wave with Bloch factor `l`. -/
def waveB (D E l : ℝ) (n : ℤ) : ℝ := (E - D) * l ^ n

/-- The entries of `E - H(z)`. -/
lemma secularMatrix_eq (D t E : ℝ) (z : ℂ) : secularMatrix D t E z =
    !![(E : ℂ) - D, -(t * (1 + z⁻¹)); -(t * (1 + z)), (E : ℂ) + D] := by
  ext i j
  fin_cases i <;> fin_cases j <;> simp [secularMatrix, blochH]

/-- The secular determinant at any nonzero complex Bloch factor. -/
theorem det_secular (D t E : ℝ) {z : ℂ} (hz : z ≠ 0) :
    (secularMatrix D t E z).det = (E : ℂ) ^ 2 - D ^ 2 - t ^ 2 * (z + 1 / z + 2) := by
  have h : z * z⁻¹ = 1 := mul_inv_cancel₀ hz
  rw [secularMatrix_eq, Matrix.det_fin_two_of]
  linear_combination (-(t : ℂ) ^ 2) * h

/-- Gap factors are the solutions in `(-1, 0)` of `l + 1/l + 2 = (E² - D²)/t²`. -/
theorem gapFactor_iff {D t E l : ℝ} (ht : t ≠ 0) : IsGapFactor D t E l ↔
    -1 < l ∧ l < 0 ∧ l + 1 / l + 2 = (E ^ 2 - D ^ 2) / t ^ 2 := by
  unfold IsGapFactor
  refine and_congr_right fun _ => and_congr_right fun h2 => ?_
  have hl : (l : ℂ) ≠ 0 := by exact_mod_cast h2.ne
  rw [det_secular D t E hl, eq_div_iff (pow_ne_zero 2 ht)]
  constructor
  · intro h3
    have h : E ^ 2 - D ^ 2 - t ^ 2 * (l + 1 / l + 2) = 0 := by exact_mod_cast h3
    linear_combination -h
  · intro h3
    have h : E ^ 2 - D ^ 2 - t ^ 2 * (l + 1 / l + 2) = 0 := by linear_combination -h3
    exact_mod_cast h

/-- On `(-1, 0)` the function `x + 1/x` is strictly decreasing. -/
lemma add_inv_anti {x y : ℝ} (hx : -1 < x) (hy : y < 0) (hxy : x < y) :
    y + 1 / y < x + 1 / x := by
  have hx0 : x < 0 := hxy.trans hy
  have hxn : x ≠ 0 := hx0.ne
  have hyn : y ≠ 0 := hy.ne
  have hp : 0 < x * y := mul_pos_of_neg_of_neg hx0 hy
  have h1 : x * y < 1 := by nlinarith
  have key : x + 1 / x - (y + 1 / y) = (y - x) * (1 - x * y) / (x * y) := by
    field_simp
    ring
  have hpos : 0 < (y - x) * (1 - x * y) / (x * y) :=
    div_pos (mul_pos (sub_pos.2 hxy) (sub_pos.2 h1)) hp
  linarith

/-- For `t ≠ 0`, at every energy with `|E| < D` there is exactly one gap factor. -/
theorem existsUnique_gapFactor {D t E : ℝ} (ht : t ≠ 0) (hE : |E| < D) :
    ∃! l, IsGapFactor D t E l := by
  have hED : E ^ 2 < D ^ 2 := sq_lt_sq' (abs_lt.mp hE).1 (abs_lt.mp hE).2
  obtain ⟨s, hs⟩ : ∃ s, s = (D ^ 2 - E ^ 2) / t ^ 2 := ⟨_, rfl⟩
  have hs0 : 0 < s := by
    rw [hs]
    exact div_pos (sub_pos.2 hED) (by positivity)
  -- the root of smaller modulus of l² + (s + 2) l + 1 = 0
  obtain ⟨r, hr0, hr⟩ : ∃ r : ℝ, 0 ≤ r ∧ r ^ 2 = s ^ 2 + 4 * s :=
    ⟨√(s ^ 2 + 4 * s), Real.sqrt_nonneg _, Real.sq_sqrt (by positivity)⟩
  have h1 : s < r := by nlinarith
  have h2 : r < s + 2 := by nlinarith
  obtain ⟨l, hl⟩ : ∃ l, l = (r - (s + 2)) / 2 := ⟨_, rfl⟩
  have hl0 : l < 0 := by linarith
  have hq : l ^ 2 + (s + 2) * l + 1 = 0 := by
    rw [hl]
    linear_combination hr / 4
  have hinv : 1 / l = -(l + s + 2) := by
    rw [div_eq_iff hl0.ne]
    linear_combination hq
  refine ⟨l, (gapFactor_iff ht).2 ⟨by linarith, hl0, ?_⟩, ?_⟩
  · rw [hinv]
    have : (E ^ 2 - D ^ 2) / t ^ 2 = -s := by rw [hs]; ring
    linarith
  · intro m hm
    obtain ⟨m1, m2, m3⟩ := (gapFactor_iff ht).1 hm
    have hsm : (E ^ 2 - D ^ 2) / t ^ 2 = -s := by rw [hs]; ring
    rcases lt_trichotomy m l with h | h | h
    · have := add_inv_anti m1 hl0 h
      linarith
    · exact h
    · have := add_inv_anti (by linarith) m2 h
      linarith

/-- The modulus of the gap factor strictly increases with `|E|`. -/
theorem abs_gapFactor_lt {D t E₁ E₂ l₁ l₂ : ℝ} (ht : t ≠ 0) (h₁ : IsGapFactor D t E₁ l₁)
    (h₂ : IsGapFactor D t E₂ l₂) (h : |E₁| < |E₂|) : |l₁| < |l₂| := by
  obtain ⟨a1, a2, a3⟩ := (gapFactor_iff ht).1 h₁
  obtain ⟨b1, b2, b3⟩ := (gapFactor_iff ht).1 h₂
  have hsq : E₁ ^ 2 < E₂ ^ 2 := sq_lt_sq.2 h
  have ht2 : 0 < t ^ 2 := by positivity
  have hlt : (E₁ ^ 2 - D ^ 2) / t ^ 2 < (E₂ ^ 2 - D ^ 2) / t ^ 2 :=
    div_lt_div_of_pos_right (by linarith) ht2
  rw [abs_of_neg a2, abs_of_neg b2]
  by_contra hc
  rcases (show l₁ ≤ l₂ by linarith).lt_or_eq with h' | h'
  · have := add_inv_anti a1 b2 h'
    linarith
  · rw [h'] at a3
    linarith

/-- For `t ≠ 0`, a gap factor gives a nonzero solution, geometric in the cell index, of the
Schrödinger equation on the infinite chain. -/
theorem evanescent_wave {D t E l : ℝ} (ht : t ≠ 0) (h : IsGapFactor D t E l) (n : ℤ) :
    D * waveA t l n + t * (waveB D E l n + waveB D E l (n - 1)) = E * waveA t l n ∧
    -D * waveB D E l n + t * (waveA t l n + waveA t l (n + 1)) = E * waveB D E l n ∧
    waveB D E l n ≠ 0 := by
  obtain ⟨h1, h2, h3⟩ := (gapFactor_iff ht).1 h
  rw [eq_div_iff (pow_ne_zero 2 ht)] at h3
  have hinv : l * l⁻¹ = 1 := mul_inv_cancel₀ h2.ne
  have hp : l ^ n ≠ 0 := zpow_ne_zero n h2.ne
  simp only [waveA, waveB, zpow_sub_one₀ h2.ne, zpow_add_one₀ h2.ne]
  generalize l ^ n = p at hp ⊢
  refine ⟨by ring, by linear_combination p * h3 + p * t ^ 2 * hinv, mul_ne_zero ?_ hp⟩
  -- E = D would force l = -1
  intro hED
  have h4 : (l + 1) ^ 2 * t ^ 2 = 0 := by
    linear_combination l * h3 - t ^ 2 * hinv + l * (E + D) * hED
  have h5 : 0 < l + 1 := by linarith
  have h6 : 0 < (l + 1) ^ 2 * t ^ 2 := by positivity
  exact h6.ne' h4

/-- The denominator of the resolvent trace is positive in the gap. -/
lemma denom_pos {D E : ℝ} (t : ℝ) (hE : |E| < D) (k : ℝ) :
    0 < D ^ 2 - E ^ 2 + 2 * t ^ 2 * (1 + Real.cos k) := by
  have hED : E ^ 2 < D ^ 2 := sq_lt_sq' (abs_lt.mp hE).1 (abs_lt.mp hE).2
  have hc : 0 ≤ 1 + Real.cos k := by linarith [Real.neg_one_le_cos k]
  have : 0 ≤ 2 * t ^ 2 * (1 + Real.cos k) := by positivity
  linarith

/-- For `|E| < D` the matrix `E - H(k)` is invertible, and the trace of its inverse has
this closed form. -/
theorem greenTrace_eq {D E : ℝ} (t : ℝ) (hE : |E| < D) (k : ℝ) :
    (secularMatrix D t E (Complex.exp (k * Complex.I))).det ≠ 0 ∧
    greenTrace D t E k =
      ((-(2 * E) / (D ^ 2 - E ^ 2 + 2 * t ^ 2 * (1 + Real.cos k)) : ℝ) : ℂ) := by
  have hz : Complex.exp (k * Complex.I) + 1 / Complex.exp (k * Complex.I) + 2
      = 2 * (1 + ((Real.cos k : ℝ) : ℂ)) := by
    rw [one_div, ← Complex.exp_neg, Complex.ofReal_cos, Complex.cos, neg_mul]
    ring
  have hdet : (secularMatrix D t E (Complex.exp (k * Complex.I))).det
      = -((D ^ 2 - E ^ 2 + 2 * t ^ 2 * (1 + Real.cos k) : ℝ) : ℂ) := by
    rw [det_secular D t E (Complex.exp_ne_zero _), hz]
    push_cast
    ring
  have htr : (secularMatrix D t E (Complex.exp (k * Complex.I))).adjugate.trace
      = 2 * (E : ℂ) := by
    rw [secularMatrix_eq, Matrix.adjugate_fin_two_of, Matrix.trace_fin_two_of]
    ring
  have hq := denom_pos t hE k
  generalize D ^ 2 - E ^ 2 + 2 * t ^ 2 * (1 + Real.cos k) = q at hdet hq ⊢
  constructor
  · rw [hdet]
    exact neg_ne_zero.2 (by exact_mod_cast hq.ne')
  · rw [greenTrace, Matrix.inv_def, Matrix.trace_smul, Ring.inverse_eq_inv', hdet, htr,
      smul_eq_mul, inv_neg]
    push_cast
    ring

/-- In the gap the averaged resolvent trace is a negative real multiple of `E`. -/
lemma meanTrace_eq {D E : ℝ} (t : ℝ) (hE : |E| < D) {K : Finset ℝ} (hK : K.Nonempty) :
    ∃ w : ℝ, 0 < w ∧ meanTrace D t E K = ((-(w * E) : ℝ) : ℂ) := by
  refine ⟨(∑ k ∈ K, 2 / (D ^ 2 - E ^ 2 + 2 * t ^ 2 * (1 + Real.cos k))) / (K.card : ℝ),
    div_pos (Finset.sum_pos (fun k _ => div_pos two_pos (denom_pos t hE k)) hK)
      (by exact_mod_cast hK.card_pos), ?_⟩
  rw [meanTrace, Finset.sum_congr rfl (fun k _ => (greenTrace_eq t hE k).2)]
  have hreal : (∑ k ∈ K, -(2 * E) / (D ^ 2 - E ^ 2 + 2 * t ^ 2 * (1 + Real.cos k)))
      / (K.card : ℝ) = -((∑ k ∈ K, 2 / (D ^ 2 - E ^ 2 + 2 * t ^ 2 * (1 + Real.cos k)))
      / (K.card : ℝ) * E) := by
    rw [div_mul_eq_mul_div, Finset.sum_mul, ← neg_div, ← Finset.sum_neg_distrib]
    congr 1
    exact Finset.sum_congr rfl (fun k _ => by ring)
  rw [← hreal]
  push_cast
  rfl

/-- In the gap the averaged resolvent trace is real and has the sign of `-E`. -/
theorem meanTrace_sign {D E : ℝ} (t : ℝ) (hE : |E| < D) {K : Finset ℝ} (hK : K.Nonempty) :
    (meanTrace D t E K).im = 0 ∧ (0 < (meanTrace D t E K).re ↔ E < 0) ∧
    ((meanTrace D t E K).re < 0 ↔ 0 < E) := by
  obtain ⟨w, hw, h⟩ := meanTrace_eq t hE hK
  rw [h, Complex.ofReal_im, Complex.ofReal_re]
  exact ⟨rfl, ⟨fun h => by nlinarith, fun h => by nlinarith⟩,
    ⟨fun h => by nlinarith, fun h => by nlinarith⟩⟩

/-- For `t ≠ 0` and an energy `E₀` in the gap, the averaged resolvent trace vanishes exactly when
`E₀ = 0`, and the gap factor has the least modulus in the gap exactly when `E₀ = 0`. -/
theorem neutrality_iff_fastest_decay {D t E₀ : ℝ} (ht : t ≠ 0) (hE₀ : |E₀| < D)
    {K : Finset ℝ} (hK : K.Nonempty) :
    (meanTrace D t E₀ K = 0 ↔ E₀ = 0) ∧
    ((∀ E l l₀, |E| < D → IsGapFactor D t E₀ l₀ → IsGapFactor D t E l → |l₀| ≤ |l|)
      ↔ E₀ = 0) := by
  constructor
  · obtain ⟨w, hw, h⟩ := meanTrace_eq t hE₀ hK
    rw [h, Complex.ofReal_eq_zero, neg_eq_zero, mul_eq_zero]
    exact or_iff_right hw.ne'
  · constructor
    · -- if E₀ ≠ 0, the factor at E = 0 has strictly smaller modulus
      intro hmin
      by_contra hne
      have h0 : |(0 : ℝ)| < D := by
        rw [abs_zero]
        exact (abs_nonneg E₀).trans_lt hE₀
      obtain ⟨l, hl, _⟩ := existsUnique_gapFactor ht h0
      obtain ⟨l₀, hl₀, _⟩ := existsUnique_gapFactor ht hE₀
      have hlt : |l| < |l₀| := abs_gapFactor_lt ht hl hl₀ (by
        rw [abs_zero]
        exact abs_pos.2 hne)
      exact absurd (hmin 0 l l₀ h0 hl₀ hl) (not_le_of_gt hlt)
    · intro hz E l l₀ hE hl₀ hl
      subst hz
      by_cases hE0 : E = 0
      · subst hE0
        rw [(existsUnique_gapFactor ht hE).unique hl₀ hl]
      · exact (abs_gapFactor_lt ht hl₀ hl (by
          rw [abs_zero]
          exact abs_pos.2 hE0)).le

end

end DiatomicChainNeutrality
```

```lean
#print axioms DiatomicChainNeutrality.evanescent_wave
-- 'DiatomicChainNeutrality.evanescent_wave' depends on axioms: [propext, Classical.choice, Quot.sound]
#print axioms DiatomicChainNeutrality.meanTrace_sign
-- 'DiatomicChainNeutrality.meanTrace_sign' depends on axioms: [propext, Classical.choice, Quot.sound]
#print axioms DiatomicChainNeutrality.neutrality_iff_fastest_decay
-- 'DiatomicChainNeutrality.neutrality_iff_fastest_decay' depends on axioms: [propext, Classical.choice, Quot.sound]
```

### What the theorems say about the chain

`blochH D t z` is $H(z)$ and `secularMatrix D t E z` is $E-H(z)$. The phase convention counts whole cells of two sites, so $\lambda$ is the decay factor per cell. `IsGapFactor D t E l` says that $l$, the $\lambda$ above, lies in $(-1,0)$ and makes the determinant vanish.

- `gapFactor_iff` turns this, for $t\neq0$, into the equation $l+1/l+2=(E^2-D^2)/t^2$.
- `existsUnique_gapFactor` gives exactly one gap factor when $t\neq0$ and $|E|<D$. The second condition already forces $D>0$.
- `abs_gapFactor_lt` states that $|l|$ increases strictly with $|E|$.
- `evanescent_wave` confirms that a gap factor solves the real-space equations, with `waveA` and `waveB` as $a_n$ and $b_n$. These are unnormalised and grow towards $n\to-\infty$, so they describe a tail into one half of the chain.
- `meanTrace_sign` says that the averaged trace is real, positive exactly for $E<0$ and negative exactly for $E>0$. It also holds for $t=0$.
- `neutrality_iff_fastest_decay` takes an energy $E_0$ in the gap and proves two equivalences: the averaged trace vanishes if and only if $E_0=0$, and the gap factor at $E_0$ has the least modulus in the gap if and only if $E_0=0$.

The set `K` is any nonempty finite set of real numbers, with equal weights; it need not be a regular grid. Lean assigns the value zero to the inverse of a singular matrix, so `greenTrace_eq` also proves that the determinant is nonzero.

The model is non-interacting, one-dimensional and has bands symmetric about zero. It contains no metal, no surface and no charge transfer, so neutrality here is the condition on the trace and not a computed interface charge. Within this two-band chain, the neutrality level found from a finite $k$ sample does not shift with the sample.

### How the proof follows the derivation

`secularMatrix_eq` writes out the matrix entries. `det_secular` expands the determinant, where `linear_combination` needs only $z z^{-1}=1$. In `gapFactor_iff`, `exact_mod_cast` carries the complex equation over to the reals, and the rest is multiplication by $t^2$.

`add_inv_anti` is the factorised difference above. In `existsUnique_gapFactor`, `r` is the square root $\sqrt{s^2+4s}$, and the two `nlinarith` calls give $s<r<s+2$. Uniqueness compares a second factor `m` with `l` by `lt_trichotomy`; either strict order contradicts `add_inv_anti`. `abs_gapFactor_lt` uses the same monotonicity by contradiction. In `evanescent_wave`, the common power $l^n$ is replaced by a nonzero number `p`, which leaves the secular equation times `p`.

On the trace side, `denom_pos` proves $q_k>0$ from $\cos k\ge-1$. `greenTrace_eq` computes the determinant and the trace of the adjugate separately and combines them through `Matrix.inv_def`. `meanTrace_eq` supplies the positive weight $w$, from which `meanTrace_sign` reads off the signs.

The last theorem joins the two sides. Its first equivalence is $-wE_0=0$ with $w>0$. For the second, if $E_0\neq0$, the factor at zero energy exists and has strictly smaller modulus, so $E_0$ cannot be the minimiser. If $E_0=0$, every other gap energy has a factor of larger modulus, and at $E=0$ itself uniqueness makes the two factors equal.

### Alternating hoppings

The same argument, which for this variant I have only done by hand, covers hoppings $t_1,t_2>0$ within and between cells. The term $t^2(z+1/z+2)$ becomes $t_1^2+t_2^2+t_1t_2(z+1/z)$, and the gap condition becomes $E^2<D^2+(t_1-t_2)^2$. Then $s=\left(D^2+(t_1-t_2)^2-E^2\right)/(t_1t_2)$ takes the place of the old $s$, the trace of the adjugate is still $2E$, and both special energies stay at $E=0$. Only the explicit wave needs a change: for $t_1\neq t_2$ the energy $E=D$ lies inside the gap, and there the analogous formula for $a_n,b_n$ can give zero. The vanishing determinant still guarantees a nonzero solution, which then has to be read off from the second chain equation.
